# Among real n × n matrices of finite order, only I has trace n and only −I has trace −n

## Can another symmetry operation of a crystal have trace 3?

I have the symmetry operations of a crystal with an oblique unit cell, written in fractional coordinates. Each has a 3 × 3 matrix and a translation, and I want to pick out the pure translations and the inversion centres. Traces 3 and −3 look like the obvious signs. For an orthogonal matrix I can see why this works: no diagonal entry exceeds 1, so trace 3 puts a 1 in every diagonal place and leaves no room for anything else. My matrices are not orthogonal, though, and their diagonal entries can be larger than 1. A shear also has ones on the diagonal and is certainly not the identity. Can I trust the trace in an oblique cell?

## Finite order makes the trace sufficient in any basis

Yes, because some power of each of your matrices is the identity. Let $M$ be a real $n\times n$ matrix with $M^k=I$ for some $k\ge 1$. Then $|\operatorname{tr}M|\le n$, with $\operatorname{tr}M=n$ only for $M=I$ and $\operatorname{tr}M=-n$ only for $M=-I$. I call $-I$ the inversion in every dimension, although in the plane it is the twofold rotation.

**The eigenvalues are phases.** Let $\mu$ be a complex eigenvalue and $v\ne0$ an eigenvector, so $Mv=\mu v$. Then $v=M^kv=\mu^kv$, hence $\mu^k=1$ and $|\mu|=1$.

**The trace is a sum of phases.** Counted with multiplicity, there are $n$ eigenvalues $\mu_i$, and
$$\operatorname{Re}\operatorname{tr}M=\sum_i\operatorname{Re}\mu_i\le n,$$
since $\operatorname{Re}\mu_i\le|\mu_i|=1$. Equality requires $\operatorname{Re}\mu_i=1$ for every $i$. As $|\mu_i|=1$, the imaginary part then vanishes and $\mu_i=1$.

**The shear is excluded.** A shear also has all its eigenvalues equal to 1, so one more step is needed. If every $\mu_i=1$, the characteristic polynomial is $(X-1)^n$, and the Cayley–Hamilton theorem gives $N^n=0$ for $N=M-I$. Suppose that $N^{m+2}=0$ for some $m\ge0$. Then
$$N^m(I+N)^j=N^m+jN^{m+1}$$
for all $j\ge0$. This is clear for $j=0$, and multiplying by another factor $I+N$ adds $N^{m+1}+jN^{m+2}=N^{m+1}$. At $j=k$ the left side is $N^m$, so $kN^{m+1}=0$ and $N^{m+1}=0$. Lowering the exponent in this way ends at $N=0$, that is, $M=I$.

**The lower bound follows from $-M$.** Since $(-M)^{2k}=I$, the same argument gives $-\operatorname{tr}M\le n$, with equality only for $-M=I$.

In a lattice basis the entries are integers, and so is the trace. Every operation of finite order other than $\pm I$ therefore has $|\operatorname{tr}M|\le n-1$.

For a numerical instance, take hexagonal lattice vectors $a_1,a_2$ of equal length at 120°. A rotation by 60° sends $a_1$ to $a_1+a_2$ and $a_2$ to $-a_1$, so
$$W=\begin{pmatrix}1&-1\\1&0\end{pmatrix},\quad W^2=\begin{pmatrix}0&-1\\1&-1\end{pmatrix},\quad W^3=-I,\quad W^6=I.$$
The matrix is not orthogonal, but its trace is $1=2\cos60^\circ$, the largest value that the integer bound allows for $n=2$.

In your calculation, write an operation as $x\mapsto Wx+w$ and add the three diagonal entries of $W$. If the sum is 3, the operation is the translation by $w$; in a C-centred cell, $(x+\tfrac12,\,y+\tfrac12,\,z)$ is found this way. If it is −3, the operation is an inversion through the point $w/2$. Other values need not settle the type: a mirror and a fourfold rotation both have trace 1 in three dimensions.

This matters in electronic structure: for a spinless electron in a local periodic potential without a magnetic field, an inversion centre at the origin makes the plane-wave Hamiltonian matrix real.

The Lean file below states the result as `trace_detects_identity_and_inversion`. The type `Matrix (Fin n) (Fin n) ℝ` holds the matrix of the operation in whatever basis you use; no metric or orthogonality enters. The hypotheses `1 ≤ k` and `M ^ k = 1` express finite order, and `k` need not be the smallest such power. In the conclusion, `1` and `-1` are the identity matrix and its negative. The dimension may even be zero, where the two coincide.

`lattice_trace_gap` uses integer entries to represent a lattice basis. `sixfold_attains_gap` is the hexagonal example, and `shear_not_detected` is the plane shear with trace 2, no positive power of which is the identity. That shear has integer entries, determinant 1 and only unit eigenvalues, so these properties together do not replace finite order.

The step from the crystal to the theorem is that $M^k=I$ is assumed. For a crystal it holds because the linear part of a symmetry preserves lengths and maps the lattice of translations to itself. It therefore permutes the finitely many lattice vectors up to any given length, and these include a basis once the length is large enough. The translation parts $w$ do not appear in the theorems, and the entries are exact numbers, not rounded ones.

```lean
import Mathlib

open Matrix Polynomial

namespace CrystalTrace

/-- Every eigenvalue of a complex matrix of finite order (`M ^ k = 1` with `k ≥ 1`)
has modulus one. -/
theorem eigenvalue_norm {n k : ℕ} (hk : 1 ≤ k) {M : Matrix (Fin n) (Fin n) ℂ}
    (h : M ^ k = 1) {μ : ℂ} (hμ : M.charpoly.IsRoot μ) : ‖μ‖ = 1 := by
  have hdet : (Matrix.scalar (Fin n) μ - M).det = 0 := by
    rw [← Matrix.eval_charpoly]
    exact hμ
  -- an eigenvector for the eigenvalue
  obtain ⟨v, hv0, hv⟩ := Matrix.exists_mulVec_eq_zero_iff.mpr hdet
  have hs : Matrix.scalar (Fin n) μ *ᵥ v = μ • v := by
    ext i
    simp [Matrix.scalar_apply, Matrix.mulVec_diagonal]
  rw [Matrix.sub_mulVec, hs, sub_eq_zero] at hv
  have hpow : ∀ j : ℕ, M ^ j *ᵥ v = μ ^ j • v := by
    intro j
    induction j with
    | zero => simp
    | succ j ih =>
      rw [pow_succ M j, ← Matrix.mulVec_mulVec, ← hv, Matrix.mulVec_smul, ih, smul_smul,
        pow_succ' μ j]
  obtain ⟨i, hi⟩ := Function.ne_iff.mp hv0
  have h1 := congrFun (hpow k) i
  rw [h, Matrix.one_mulVec, Pi.smul_apply, smul_eq_mul] at h1
  have h2 : μ ^ k = 1 := mul_right_cancel₀ hi (by rw [one_mul]; exact h1.symm)
  have h3 : ‖μ‖ ^ k = 1 := by rw [← norm_pow, h2, norm_one]
  exact (pow_eq_one_iff_of_nonneg (norm_nonneg μ) (by omega)).mp h3

/-- A sum of complex numbers of modulus one has real part at most their number,
and equality forces each of them to be 1. -/
theorem sum_of_phases (s : Multiset ℂ) (hs : ∀ z ∈ s, ‖z‖ = 1) :
    s.sum.re ≤ s.card ∧ (s.sum.re = s.card → ∀ z ∈ s, z = 1) := by
  induction s using Multiset.induction_on with
  | empty => simp
  | cons a s ih =>
    obtain ⟨hle, heq⟩ := ih (fun z hz => hs z (Multiset.mem_cons_of_mem hz))
    have ha : ‖a‖ = 1 := hs a (Multiset.mem_cons_self a s)
    have hre : a.re ≤ 1 := ha ▸ Complex.re_le_norm a
    rw [Multiset.sum_cons, Multiset.card_cons, Complex.add_re]
    push_cast
    refine ⟨by linarith, fun h z hz => ?_⟩
    rcases Multiset.mem_cons.mp hz with rfl | hz
    · -- a phase with real part one has no imaginary part
      have h1 : z.re = 1 := by linarith
      have h2 := Complex.sq_norm z
      rw [ha, Complex.normSq_apply, h1] at h2
      have h3 : z.im = 0 := by nlinarith [sq_nonneg z.im]
      exact Complex.ext (by simpa using h1) (by simpa using h3)
    · exact heq (by linarith) z hz

/-- A matrix `1 + N` of finite order with nilpotent `N` is the identity. -/
theorem nilpotent_part_zero {n k : ℕ} (hk : 1 ≤ k) {N : Matrix (Fin n) (Fin n) ℂ}
    (h : (1 + N) ^ k = 1) (m : ℕ) (hN : N ^ (m + 1) = 0) : N = 0 := by
  induction m with
  | zero => simpa using hN
  | succ m ih =>
    apply ih
    -- on the range of `N ^ m` the powers of `1 + N` grow linearly
    have hj : ∀ j : ℕ, N ^ m * (1 + N) ^ j = N ^ m + (j : ℂ) • N ^ (m + 1) := by
      intro j
      induction j with
      | zero => simp
      | succ j ihj =>
        rw [pow_succ (1 + N) j, ← mul_assoc, ihj, add_mul, mul_add, smul_mul_assoc, mul_add,
          mul_one, mul_one, ← pow_succ N m, ← pow_succ N (m + 1), hN, add_zero]
        push_cast
        module
    have h1 := hj k
    rw [h, mul_one] at h1
    have h2 : (k : ℂ) • N ^ (m + 1) = 0 := left_eq_add.mp h1
    have hk0 : (k : ℂ) ≠ 0 := Nat.cast_ne_zero.mpr (by omega)
    exact (smul_eq_zero.mp h2).resolve_left hk0

/-- For a complex matrix of finite order the real part of the trace is at most the
dimension, and it equals the dimension only for the identity. -/
theorem re_trace_le {n k : ℕ} (hk : 1 ≤ k) {M : Matrix (Fin n) (Fin n) ℂ}
    (h : M ^ k = 1) : M.trace.re ≤ n ∧ (M.trace.re = n → M = 1) := by
  have hcard : M.charpoly.roots.card = M.charpoly.natDegree :=
    Polynomial.splits_iff_card_roots.mp (IsAlgClosed.splits _)
  have hn : M.charpoly.roots.card = n := by
    rw [hcard, Matrix.charpoly_natDegree_eq_dim, Fintype.card_fin]
  have hs := sum_of_phases M.charpoly.roots
    (fun z hz => eigenvalue_norm hk h (Polynomial.isRoot_of_mem_roots hz))
  rw [← Matrix.trace_eq_sum_roots_charpoly, hn] at hs
  refine ⟨hs.1, fun ht => ?_⟩
  -- all eigenvalues are 1, so the characteristic polynomial is `(X - 1) ^ n`
  have hrep : M.charpoly.roots = Multiset.replicate n 1 :=
    Multiset.eq_replicate.mpr ⟨hn, hs.2 ht⟩
  have hchar : M.charpoly = (X - C 1) ^ n := by
    rw [← Polynomial.prod_multiset_X_sub_C_of_monic_of_roots_card_eq
      (Matrix.charpoly_monic M) hcard, hrep, Multiset.map_replicate, Multiset.prod_replicate]
  -- Cayley-Hamilton makes `M - 1` nilpotent
  have hnil : (M - 1) ^ n = 0 := by
    have hCH := Matrix.aeval_self_charpoly M
    rw [hchar, map_pow, map_sub, aeval_X, aeval_C, map_one] at hCH
    exact hCH
  have h0 : M - 1 = 0 := nilpotent_part_zero hk (by rw [add_sub_cancel, h]) n
    (by rw [pow_succ, hnil, zero_mul])
  exact sub_eq_zero.mp h0

/-- For a real matrix of finite order the trace is at most the dimension, and it equals
the dimension only for the identity. -/
theorem trace_le {n k : ℕ} (hk : 1 ≤ k) {M : Matrix (Fin n) (Fin n) ℝ}
    (h : M ^ k = 1) : M.trace ≤ n ∧ (M.trace = n → M = 1) := by
  have hc : (Complex.ofRealHom.mapMatrix M) ^ k = 1 := by rw [← map_pow, h, map_one]
  have ht : (Complex.ofRealHom.mapMatrix M).trace.re = M.trace := by
    simp [Matrix.trace]
  have key := re_trace_le hk hc
  rw [ht] at key
  refine ⟨key.1, fun he => ?_⟩
  have h1 : Complex.ofRealHom.mapMatrix M = Complex.ofRealHom.mapMatrix 1 := by
    rw [key.2 he, map_one]
  ext i j
  exact Complex.ofReal_injective (congrFun (congrFun h1 i) j)

/-- A real `n` by `n` matrix of finite order has a trace between `-n` and `n`; the trace is
`n` exactly for the identity and `-n` exactly for the inversion. -/
theorem trace_detects_identity_and_inversion {n k : ℕ} (hk : 1 ≤ k)
    {M : Matrix (Fin n) (Fin n) ℝ} (h : M ^ k = 1) :
    |M.trace| ≤ n ∧ (M.trace = n ↔ M = 1) ∧ (M.trace = -n ↔ M = -1) := by
  -- `-M` also has finite order
  have hneg : (-M) ^ (2 * k) = 1 := by
    rw [pow_mul, neg_sq, ← pow_mul, mul_comm, pow_mul, h, one_pow]
  have h1 := trace_le hk h
  have h2 := trace_le (by omega) hneg
  rw [Matrix.trace_neg] at h2
  refine ⟨abs_le.mpr ⟨by linarith [h2.1], h1.1⟩, ⟨h1.2, ?_⟩, ⟨fun ht => ?_, ?_⟩⟩
  · rintro rfl
    simp
  · exact neg_eq_iff_eq_neg.mp (h2.2 (by linarith))
  · rintro rfl
    simp

/-- In a lattice basis, where the matrix has integer entries, every operation of finite order
other than the identity and the inversion has a trace of modulus at most `n - 1`. -/
theorem lattice_trace_gap {n k : ℕ} (hk : 1 ≤ k) {M : Matrix (Fin n) (Fin n) ℤ}
    (h : M ^ k = 1) (h1 : M ≠ 1) (h2 : M ≠ -1) : |M.trace| ≤ (n : ℤ) - 1 := by
  let f := (Int.castRingHom ℝ).mapMatrix (m := Fin n)
  have hinj : Function.Injective f := by
    intro A B hAB
    ext i j
    exact Int.cast_injective (α := ℝ) (congrFun (congrFun hAB i) j)
  have hr : (f M) ^ k = 1 := by rw [← map_pow, h, map_one]
  have ht : (f M).trace = (M.trace : ℝ) := by simp [f, Matrix.trace]
  obtain ⟨hb, hp, hm⟩ := trace_detects_identity_and_inversion hk hr
  rw [ht] at hb hp hm
  have hb' : |M.trace| ≤ (n : ℤ) := by exact_mod_cast hb
  have hp' : M.trace ≠ (n : ℤ) := fun e =>
    h1 (hinj (by rw [map_one]; exact hp.mp (by exact_mod_cast e)))
  have hm' : M.trace ≠ -(n : ℤ) := fun e =>
    h2 (hinj (by rw [map_neg, map_one]; exact hm.mp (by exact_mod_cast e)))
  rw [abs_le] at hb' ⊢
  omega

/-- The sixfold rotation in a basis of the hexagonal lattice is neither the identity nor the
inversion and has trace `1 = 2 - 1`, so the bound for lattice operations is attained. -/
theorem sixfold_attains_gap :
    (!![1, -1; 1, 0] : Matrix (Fin 2) (Fin 2) ℤ) ^ 6 = 1 ∧
    (!![1, -1; 1, 0] : Matrix (Fin 2) (Fin 2) ℤ) ≠ 1 ∧
    (!![1, -1; 1, 0] : Matrix (Fin 2) (Fin 2) ℤ) ≠ -1 ∧
    (!![1, -1; 1, 0] : Matrix (Fin 2) (Fin 2) ℤ).trace = 2 - 1 := by
  refine ⟨?_, fun h => ?_, fun h => ?_, ?_⟩
  · simp [pow_succ, Matrix.one_fin_two]
  · have h01 := congrFun (congrFun h 0) 1
    simp at h01
  · have h01 := congrFun (congrFun h 0) 1
    simp at h01
  · simp [Matrix.trace_fin_two]

/-- A shear of the plane has the trace 2 of the identity without being the identity, and no
positive power of it is the identity. -/
theorem shear_not_detected :
    (!![1, 1; 0, 1] : Matrix (Fin 2) (Fin 2) ℝ).trace = 2 ∧
    (!![1, 1; 0, 1] : Matrix (Fin 2) (Fin 2) ℝ) ≠ 1 ∧
    ∀ k : ℕ, 1 ≤ k → (!![1, 1; 0, 1] : Matrix (Fin 2) (Fin 2) ℝ) ^ k ≠ 1 := by
  have ht : (!![1, 1; 0, 1] : Matrix (Fin 2) (Fin 2) ℝ).trace = 2 := by
    rw [Matrix.trace_fin_two]
    norm_num
  have hne : (!![1, 1; 0, 1] : Matrix (Fin 2) (Fin 2) ℝ) ≠ 1 := by
    intro h
    have h01 := congrFun (congrFun h 0) 1
    simp at h01
  refine ⟨ht, hne, fun k hk h => hne ?_⟩
  exact (trace_le hk h).2 (by rw [ht]; norm_num)

end CrystalTrace
```

```lean
#print axioms CrystalTrace.trace_detects_identity_and_inversion
#print axioms CrystalTrace.lattice_trace_gap
#print axioms CrystalTrace.sixfold_attains_gap
#print axioms CrystalTrace.shear_not_detected
```

```
'CrystalTrace.trace_detects_identity_and_inversion' depends on axioms: [propext, Classical.choice, Quot.sound]
'CrystalTrace.lattice_trace_gap' depends on axioms: [propext, Classical.choice, Quot.sound]
'CrystalTrace.sixfold_attains_gap' depends on axioms: [propext, Classical.choice, Quot.sound]
'CrystalTrace.shear_not_detected' depends on axioms: [propext, Classical.choice, Quot.sound]
```

`eigenvalue_norm` is the first step of the derivation. A root of the characteristic polynomial makes $\det(\mu I-M)$ vanish, which supplies a nonzero vector `v`, not normalised. Induction gives $M^jv=\mu^jv$, and comparing one nonzero component at $j=k$ yields $\mu^k=1$.

`sum_of_phases` treats the eigenvalues as a multiset, so that repeated ones are counted, and adds them one at a time. If the total real part reaches the number of terms, both the new term and the rest must reach their own bounds.

`nilpotent_part_zero` lowers the exponent by induction on `m`. Its inner statement `hj` is the displayed formula for $N^m(I+N)^j$, and the last lines divide by the nonzero number $k$.

`re_trace_le` joins these parts for complex matrices. Over the complex numbers the characteristic polynomial has $n$ roots, and `Matrix.trace_eq_sum_roots_charpoly` identifies their sum with the trace. In the equality case the roots are $n$ copies of 1, which fixes the polynomial, and `Matrix.aeval_self_charpoly` is the Cayley–Hamilton theorem.

`trace_le` regards a real matrix as a complex one and carries the conclusion back entry by entry. The main theorem applies it to `M` and to `-M`, the latter with exponent `2 * k`. For `lattice_trace_gap` the integer matrix is mapped to a real one; the main theorem excludes the values $\pm n$, and `omega` draws the integer conclusion.

The sixfold example is checked by direct computation. For the shear, the proof uses `trace_le` in reverse: if a positive power were the identity, trace 2 would force the shear itself to be the identity, which its off-diagonal entry contradicts.
